# The traceless quadrupole of point charges is origin independent exactly when charge and dipole vanish

A statement about the quadrupole moment has to fix what a charge distribution is, what an origin is, and which of several matrices is called the quadrupole. Here the distribution is a finite list of real point charges $q_i$ at positions $r_i$, given as coordinate vectors in one fixed Cartesian frame. A change of origin is a translation of the reference point $a$ with the axes held fixed, so that relative positions are $s_i = r_i - a$. The quadrupole is the traceless matrix without a prefactor, $\sum_i q_i\,(3 s_i s_i^{T} - |s_i|^2 I)$ in three dimensions. The dipole is taken about a reference point of its own, and for a nonzero total charge its value depends on that point, so the condition "the dipole vanishes" has to name one; the statement lets this point $b$ be arbitrary. The algebra uses the number 3 only as the dimension of space, and the result is stated for general dimension $d$ with three dimensions as a special case.

## The claim

For charges $q_i$ at positions $r_i \in \mathbb{R}^d$ define

$$Q = \sum_i q_i, \qquad p(a) = \sum_i q_i\,(r_i - a), \qquad \Theta(a) = \sum_i q_i\,T(r_i - a),$$

where $T(s) = d\,s s^{T} - |s|^2 I$ is the contribution of a unit charge at relative position $s$. Let $d \ge 2$ and let $b$ be any point. Then $\Theta(a) = \Theta(a')$ for all origins $a, a'$ if and only if $Q = 0$ and $p(b) = 0$.

For a molecule modelled by finitely many fixed partial charges, as in a point-charge force field, this says that the quadrupole matrix of an ion or of a polar molecule has a definite value only once the origin is named, while that of a neutral molecule without a dipole needs no such label. Two facts that surround the claim are not proved here. The first is the multipole expansion itself, in which this $\Theta$ enters the far potential in three dimensions as the term $\hat R^{T}\Theta(a)\hat R/(2R^3)$ in Gaussian units, where $R$ is the distance from the origin $a$ to the field point and $\hat R$ the unit vector in that direction. The second is the version for a continuous charge density such as the electron density of a quantum-mechanical calculation, where the sums become integrals that have to converge.

## Derivation by hand

**One charge.** Move the origin by $t$, so that a relative position $s$ becomes $s - t$. In components,

$$T(s-t)_{jk} = d\,(s_j - t_j)(s_k - t_k) - \left(|s|^2 - 2\,s\cdot t + |t|^2\right)\delta_{jk}.$$

Multiplying out the first product gives $d\,s_j s_k - d\,(s_j t_k + t_j s_k) + d\,t_j t_k$. The terms of second order in $s$ form $T(s)_{jk}$, those of second order in $t$ form $T(t)_{jk}$, and the mixed terms are $-d\,(s_j t_k + t_j s_k) + 2\,(s\cdot t)\,\delta_{jk}$. With the cross term

$$B(u,v) = d\,(u v^{T} + v u^{T}) - 2\,(u\cdot v)\,I$$

the expansion reads

$$T(s-t) = T(s) - B(s,t) + T(t).$$

Every entry of $B(u,v)$ is a sum of terms containing exactly one component of $u$, so $B$ is linear in its first argument: $B\left(\sum_i q_i s_i,\,t\right) = \sum_i q_i\,B(s_i,t)$.

**All charges.** Put $s_i = r_i - b$. About the origin $b + t$ the relative positions are $s_i - t$. Multiply the expansion for charge $i$ by $q_i$ and sum. The first term gives $\Theta(b)$. The second gives $\sum_i q_i B(s_i,t) = B(p(b),t)$ by linearity. The third does not depend on $i$ except through $q_i$ and gives $Q\,T(t)$. Hence

$$\Theta(b+t) = \Theta(b) - B(p(b),t) + Q\,T(t).$$

This is exact for every $t$: the quadrupole is a polynomial of degree at most two in the shift, with the dipole controlling the linear term and the charge the quadratic one. The same step for the dipole gives $p(b+t) = \sum_i q_i (s_i - t) = p(b) - Q\,t$. When $Q = 0$ the dipole is therefore the same about every point, and the condition "$Q = 0$ and $p(b) = 0$" does not depend on which $b$ is chosen.

**Vanishing moments give a constant quadrupole.** If $Q = 0$ and $p(b) = 0$, then $B(0,t) = 0$ and both correction terms drop out. Any origin $a$ is $b + t$ with $t = a - b$, so $\Theta(a) = \Theta(b)$ for all $a$, and two arbitrary origins give the same matrix.

**A constant quadrupole forces the moments to vanish.** Shift along the $k$-th axis, $t = c\,e_k$, and look at the diagonal entry $kk$. Write $p_k$ for the $k$-th component of $p(b)$. Then $p \cdot t = p_k c$ and $(p\,t^{T})_{kk} = (t\,p^{T})_{kk} = p_k c$, so

$$B(p,t)_{kk} = 2d\,p_k c - 2\,p_k c = 2(d-1)\,p_k c, \qquad T(t)_{kk} = d\,c^2 - c^2 = (d-1)\,c^2,$$

and

$$\Theta_{kk}(b + c\,e_k) = \Theta_{kk}(b) - 2(d-1)\,p_k\,c + (d-1)\,Q\,c^2 .$$

If $\Theta$ is the same for all origins, the left side equals $\Theta_{kk}(b)$. The choices $c = 1$ and $c = -1$ give

$$-2(d-1)\,p_k + (d-1)\,Q = 0, \qquad 2(d-1)\,p_k + (d-1)\,Q = 0 .$$

The sum of these is $2(d-1)\,Q = 0$ and the difference is $4(d-1)\,p_k = 0$. Since $d - 1 > 0$, it follows that $Q = 0$ and $p_k = 0$, and $k$ was arbitrary, so $p(b) = 0$.

Each of the two conditions matters on its own. A single unit charge at $0$ in three dimensions has $p(0) = 0$ but $Q = 1$, and $\Theta(a) = 3aa^{T} - |a|^2 I$ changes with $a$. Charges $+1$ at $e_3$ and $-1$ at $-e_3$ have $Q = 0$ and $p = 2e_3$, and $\Theta_{33}(c\,e_3) = 2(1-c)^2 - 2(1+c)^2 = -8c$. The condition on the dimension matters as well: for $d = 1$, $T(s) = s^2 - s^2 = 0$, so $\Theta$ vanishes about every origin even for a single unit charge.

## The objects in Lean

The charges are labelled by a finite type `ι`, and the dimension `d` is a natural number. No lower bound on `d` is imposed globally; it appears as a hypothesis only in the theorem that needs it.

```lean
import Mathlib

open Matrix

namespace QuadrupoleOrigin

noncomputable section

variable {ι : Type*} [Fintype ι] {d : ℕ}
```

A charge distribution is a function `q : ι → ℝ`. Charges may have either sign or be zero, and `ι` may be empty, in which case all moments are zero. The total charge is the sum over all labels.

```lean
/-- Total charge `Q = ∑ qᵢ` of finitely many point charges. -/
def totalCharge (q : ι → ℝ) : ℝ := ∑ i, q i
```

Positions are a function `r : ι → Fin d → ℝ`, so `r i` is the coordinate vector of charge `i` and `r i j` is its `j`-th Cartesian component. Nothing requires the positions to be distinct. The origin `a` is a vector of the same type, and `q i • (r i - a)` is $q_i (r_i - a)$. Charges and lengths are pure numbers in fixed units.

```lean
/-- Dipole moment `p(a) = ∑ qᵢ (rᵢ - a)` about the origin `a`. -/
def dipole (q : ι → ℝ) (r : ι → Fin d → ℝ) (a : Fin d → ℝ) : Fin d → ℝ :=
  ∑ i, q i • (r i - a)
```

The matrix $T(s)$ is built from `vecMulVec s s`, whose entry $jk$ is $s_j s_k$, and from the identity matrix `1`. The squared length is written as the dot product `s ⬝ᵥ s`, which is $\sum_j s_j^2$. This is deliberate: the norm that Mathlib attaches to `Fin d → ℝ` is the largest absolute value of a component, whereas the dot product gives the Euclidean $|s|^2$. The factor `(d : ℝ)` is the dimension read as a real number.

```lean
/-- The matrix `T(s) = d s sᵀ - |s|² I` of a unit charge at relative position `s`
in `d` dimensions. -/
def tracelessSq (s : Fin d → ℝ) : Matrix (Fin d) (Fin d) ℝ :=
  (d : ℝ) • vecMulVec s s - (s ⬝ᵥ s) • (1 : Matrix (Fin d) (Fin d) ℝ)
```

The cross term $B(u,v)$ has the same structure, with the symmetrised outer product `vecMulVec u v + vecMulVec v u` and twice the dot product on the diagonal.

```lean
/-- The cross term `B(u, v) = d (u vᵀ + v uᵀ) - 2 (u · v) I` of two vectors. -/
def tracelessPair (u v : Fin d → ℝ) : Matrix (Fin d) (Fin d) ℝ :=
  (d : ℝ) • (vecMulVec u v + vecMulVec v u)
    - (2 * (u ⬝ᵥ v)) • (1 : Matrix (Fin d) (Fin d) ℝ)
```

The quadrupole is the charge-weighted sum of the matrices `tracelessSq (r i - a)`. This fixes the normalisation: there is no factor $1/2$ in front, although a convention with that factor is also in common use. A nonzero constant factor does not change whether two matrices are equal.

```lean
/-- Traceless quadrupole matrix `Θ(a) = ∑ qᵢ (d sᵢ sᵢᵀ - |sᵢ|² I)` with `sᵢ = rᵢ - a`. -/
def quadrupole (q : ι → ℝ) (r : ι → Fin d → ℝ) (a : Fin d → ℝ) :
    Matrix (Fin d) (Fin d) ℝ :=
  ∑ i, q i • tracelessSq (r i - a)
```

## Expansion, linearity and trace

The first theorem is the expansion for one charge. The tactic `ext j k` reduces the matrix equation to its entry $jk$, as in the component form by hand. The `simp only` call writes each entry out and uses `sub_dotProduct` and `dotProduct_sub` to expand $(s-t)\cdot(s-t)$ into four dot products. Among them $t\cdot s$ is turned into $s\cdot t$ by `dotProduct_comm t s`, which produces the factor 2 in the mixed term. What remains is a polynomial identity in the components, the dot products and the entry of the identity matrix, and `ring` checks it.

```lean
/-- Expansion for one charge: `T(s - t) = T(s) - B(s, t) + T(t)`. -/
theorem tracelessSq_sub (s t : Fin d → ℝ) :
    tracelessSq (s - t) = tracelessSq s - tracelessPair s t + tracelessSq t := by
  ext j k
  simp only [tracelessSq, tracelessPair, Matrix.sub_apply, Matrix.add_apply,
    Matrix.smul_apply, Matrix.vecMulVec_apply, Pi.sub_apply, smul_eq_mul,
    sub_dotProduct, dotProduct_sub]
  rw [dotProduct_comm t s]
  ring
```

Linearity of $B$ in its first argument is stated for a sum over any finite set `S` of labels and proved by induction on that set. For the empty set both sides are the zero matrix. In the step, one more label `a` (here the label of a charge, not an origin) is split off from both sums, the induction hypothesis is used backwards on the right, and the remaining partial sum is renamed `w`. The goal is then $B(q_a s_a + w,\,t) = q_a B(s_a,t) + B(w,t)$, which is checked entry by entry with `add_dotProduct` and `smul_dotProduct` supplying the linearity of the dot product.

```lean
/-- The cross term is linear in its first vector: `B(∑ qᵢ sᵢ, t) = ∑ qᵢ B(sᵢ, t)`. -/
theorem tracelessPair_sum {κ : Type*} (S : Finset κ) (q : κ → ℝ) (s : κ → Fin d → ℝ)
    (t : Fin d → ℝ) :
    tracelessPair (∑ i ∈ S, q i • s i) t = ∑ i ∈ S, q i • tracelessPair (s i) t := by
  classical
  induction S using Finset.induction_on with
  | empty =>
    ext j k
    simp [tracelessPair]
  | insert a S ha ih =>
    rw [Finset.sum_insert ha, Finset.sum_insert ha, ← ih]
    generalize (∑ i ∈ S, q i • s i) = w
    ext j k
    simp only [tracelessPair, Matrix.sub_apply, Matrix.add_apply, Matrix.smul_apply,
      Matrix.vecMulVec_apply, Pi.add_apply, Pi.smul_apply, smul_eq_mul,
      add_dotProduct, smul_dotProduct]
    ring
```

The name "traceless" is justified by the next theorem, valid in every dimension and about every origin. By hand, $\operatorname{tr}(ss^{T}) = \sum_j s_j^2 = |s|^2$ and $\operatorname{tr} I = d$, so $\operatorname{tr} T(s) = d\,|s|^2 - |s|^2 d = 0$. The first of these is `ht`, which holds by unfolding definitions, since both sides are the same sum. The trace is then moved inside the sum over charges and each term is shown to be zero. The main theorem does not depend on this result.

```lean
/-- The quadrupole matrix has zero trace about every origin. -/
theorem quadrupole_trace (q : ι → ℝ) (r : ι → Fin d → ℝ) (a : Fin d → ℝ) :
    (quadrupole q r a).trace = 0 := by
  -- the trace of `s sᵀ` is `|s|²`, and the trace of `I` is `d`
  have ht : ∀ s : Fin d → ℝ, (vecMulVec s s).trace = s ⬝ᵥ s := fun s => by
    rfl
  unfold quadrupole
  rw [Matrix.trace_sum]
  refine Finset.sum_eq_zero fun i _ => ?_
  simp only [Matrix.trace_smul, tracelessSq, Matrix.trace_sub, ht, Matrix.trace_one,
    Fintype.card_fin, smul_eq_mul]
  ring
```

## The shift formulas

The dipole shift $p(b+t) = p(b) - Q\,t$ is proved by writing $Q\,t$ as $\sum_i q_i t$, merging the two sums on the right into one, and comparing term by term. The identity $q_i(r_i - (b+t)) = q_i(r_i - b) - q_i t$ for a single charge is closed by `module`, which decides such linear identities between vectors. This theorem is also not called in the main proof; it records how the reference point of the dipole enters.

```lean
/-- Moving the origin by `t` changes the dipole by `-Q t`. -/
theorem dipole_shift (q : ι → ℝ) (r : ι → Fin d → ℝ) (b t : Fin d → ℝ) :
    dipole q r (b + t) = dipole q r b - totalCharge q • t := by
  unfold dipole totalCharge
  rw [Finset.sum_smul, ← Finset.sum_sub_distrib]
  refine Finset.sum_congr rfl fun i _ => ?_
  module
```

The shift formula for the quadrupole follows the calculation for all charges. After the definitions are unfolded, `tracelessPair_sum` turns $B(p(b),t)$ into $\sum_i q_i B(r_i - b,\,t)$, and `Finset.sum_smul` turns $Q\,T(t)$ into $\sum_i q_i T(t)$. The three sums on the right are merged, and the claim reduces to one charge. There `e` regroups $r_i - (b+t)$ as $(r_i - b) - t$, so that `tracelessSq_sub` applies with $s = r_i - b$, and `module` distributes $q_i$ over the three terms.

```lean
/-- Moving the origin from `b` to `b + t` gives
`Θ(b + t) = Θ(b) - B(p(b), t) + Q T(t)`. -/
theorem quadrupole_shift (q : ι → ℝ) (r : ι → Fin d → ℝ) (b t : Fin d → ℝ) :
    quadrupole q r (b + t) =
      quadrupole q r b - tracelessPair (dipole q r b) t + totalCharge q • tracelessSq t := by
  unfold quadrupole dipole totalCharge
  rw [tracelessPair_sum, Finset.sum_smul, ← Finset.sum_sub_distrib, ← Finset.sum_add_distrib]
  refine Finset.sum_congr rfl fun i _ => ?_
  -- expand charge by charge with `s = rᵢ - b`
  have e : r i - (b + t) = (r i - b) - t := by abel
  rw [e, tracelessSq_sub (r i - b) t]
  module
```

The shift along one axis uses `Pi.single k c`, the vector with `c` in place `k` and zero elsewhere, which is $c\,e_k$. The expression `dipole q r b k` is $p_k$, and applying the matrix to `k k` selects the diagonal entry. The proof inserts the general shift formula and evaluates the entry: `dotProduct_single` gives $p\cdot t = p_k c$ and $t\cdot t = c\cdot c$, `Pi.single_eq_same` gives $t_k = c$, and `Matrix.one_apply_eq` gives $I_{kk} = 1$. Collecting terms yields the two coefficients $2(d-1)$ and $d-1$. The subtraction `(d : ℝ) - 1` is carried out in the real numbers.

```lean
/-- Moving the origin by `c` along axis `k` changes the diagonal entry `Θₖₖ` by
`-2 (d - 1) pₖ c + (d - 1) Q c²`. -/
theorem quadrupole_axis_shift (q : ι → ℝ) (r : ι → Fin d → ℝ) (b : Fin d → ℝ)
    (k : Fin d) (c : ℝ) :
    quadrupole q r (b + (Pi.single k c : Fin d → ℝ)) k k =
      quadrupole q r b k k - 2 * ((d : ℝ) - 1) * dipole q r b k * c
        + ((d : ℝ) - 1) * totalCharge q * c ^ 2 := by
  rw [quadrupole_shift]
  simp only [Matrix.add_apply, Matrix.sub_apply, Matrix.smul_apply, tracelessPair,
    tracelessSq, Matrix.vecMulVec_apply, smul_eq_mul, Matrix.one_apply_eq,
    dotProduct_single, Pi.single_eq_same]
  ring
```

## The main theorem

In words, `quadrupole_origin_independent_iff` says: let the dimension satisfy `2 ≤ d`, and take any finite family of charges `q`, any positions `r` and any reference point `b`. Then the quadrupole matrices about any two origins `a` and `a'` are equal if and only if `totalCharge q = 0` and `dipole q r b = 0`. Equality of matrices means equality of all $d^2$ entries, and `dipole q r b = 0` means that all $d$ components vanish. The only hypothesis is `hd`. The statement concerns translations of the origin for a finite cluster in open space; it does not treat rotations of the axes, higher multipoles, the trace part $\sum_i q_i |s_i|^2$ that $\Theta$ discards, or periodic arrays of charges.

The forward direction first converts `hd` into `hd'`, the real inequality $d - 1 > 0$. For a fixed axis `k`, `h1` and `h2` are the axis formula at $c = 1$ and $c = -1$. The assumed independence of origin replaces each left side by $\Theta_{kk}(b)$, which produces the pair of equations found by hand with $\Theta_{kk}(b)$ still standing on both sides. The combination `(-1 / 2) * h1 + (-1 / 2) * h2` is their sum, scaled to give `e1`, $(d-1)Q = 0$. The combination `(1 / 4) * h1 - (1 / 4) * h2` is their difference, scaled to give `e2`, $(d-1)p_k = 0$. A product of reals vanishes only if a factor does, and `hd'` excludes the first factor. The conclusion $Q = 0$ comes attached to an axis, so the last line names the axis with index 0, which exists because $d \ge 2$, and `funext` assembles the components $p_k = 0$ into the vector equation.

The reverse direction proves `hb`, that $\Theta(a) = \Theta(b)$ for every `a`. It takes the shift formula with $t = a - b$, rewrites $b + (a - b)$ as $a$, and substitutes $Q = 0$ and $p(b) = 0$. The term $0\cdot T(t)$ disappears, and `hz` states $B(0,t) = 0$. Two arbitrary origins are then both compared with `b`.

```lean
/-- In `d ≥ 2` dimensions the traceless quadrupole matrix is the same for all origins
if and only if the total charge and the dipole about a reference origin `b` both vanish. -/
theorem quadrupole_origin_independent_iff (hd : 2 ≤ d) (q : ι → ℝ) (r : ι → Fin d → ℝ)
    (b : Fin d → ℝ) :
    (∀ a a', quadrupole q r a = quadrupole q r a') ↔
      totalCharge q = 0 ∧ dipole q r b = 0 := by
  constructor
  · intro h
    have hd' : (0 : ℝ) < (d : ℝ) - 1 := by
      have h2 : (2 : ℝ) ≤ d := by exact_mod_cast hd
      linarith
    have key : ∀ k, totalCharge q = 0 ∧ dipole q r b k = 0 := by
      intro k
      -- shift the origin by `+1` and `-1` along axis `k`
      have h1 := quadrupole_axis_shift q r b k 1
      have h2 := quadrupole_axis_shift q r b k (-1)
      rw [h (b + (Pi.single k 1 : Fin d → ℝ)) b] at h1
      rw [h (b + (Pi.single k (-1) : Fin d → ℝ)) b] at h2
      -- the even part isolates the charge, the odd part the dipole
      have e1 : ((d : ℝ) - 1) * totalCharge q = 0 := by
        linear_combination (-1 / 2) * h1 + (-1 / 2) * h2
      have e2 : ((d : ℝ) - 1) * dipole q r b k = 0 := by
        linear_combination (1 / 4) * h1 - (1 / 4) * h2
      exact ⟨(mul_eq_zero.mp e1).resolve_left hd'.ne',
        (mul_eq_zero.mp e2).resolve_left hd'.ne'⟩
    exact ⟨(key ⟨0, by omega⟩).1, funext fun k => (key k).2⟩
  · rintro ⟨hQ, hp⟩
    -- both correction terms of the shift formula vanish
    have hb : ∀ a, quadrupole q r a = quadrupole q r b := by
      intro a
      have h := quadrupole_shift q r b (a - b)
      have e : b + (a - b) = a := by abel
      have hz : tracelessPair (0 : Fin d → ℝ) (a - b) = 0 := by
        ext j k
        simp [tracelessPair]
      rw [e, hQ, hp, zero_smul, add_zero, hz, sub_zero] at h
      exact h
    intro a a'
    rw [hb a, hb a']
```

The three-dimensional case is written without any of the definitions above, so that it can be read directly against the formula $\sum_i q_i\,(3 s_i s_i^{T} - |s_i|^2 I)$. The reference point is the zero of coordinates, and the dipole condition becomes `∑ i, q i • r i = 0`. The proof specialises the general theorem to `d := 3` and $b = 0$ and unfolds the definitions, with $r_i - 0 = r_i$.

```lean
/-- In three dimensions `∑ qᵢ (3 sᵢ sᵢᵀ - |sᵢ|² I)` with `sᵢ = rᵢ - a` is the same for all
origins `a` if and only if `∑ qᵢ = 0` and `∑ qᵢ rᵢ = 0`. -/
theorem quadrupole_origin_independent_iff_three_dim (q : ι → ℝ) (r : ι → Fin 3 → ℝ) :
    (∀ a a' : Fin 3 → ℝ,
      ∑ i, q i • ((3 : ℝ) • vecMulVec (r i - a) (r i - a)
          - ((r i - a) ⬝ᵥ (r i - a)) • (1 : Matrix (Fin 3) (Fin 3) ℝ)) =
      ∑ i, q i • ((3 : ℝ) • vecMulVec (r i - a') (r i - a')
          - ((r i - a') ⬝ᵥ (r i - a')) • (1 : Matrix (Fin 3) (Fin 3) ℝ))) ↔
      ∑ i, q i = 0 ∧ ∑ i, q i • r i = 0 := by
  have h := quadrupole_origin_independent_iff (d := 3) (by norm_num) q r 0
  simp only [quadrupole, tracelessSq, totalCharge, dipole, sub_zero, Nat.cast_ofNat] at h
  exact h
```

## The dimension condition and an example

In one dimension the matrix has a single entry, and `quadrupole_one_dim` shows that it is zero for all charges, positions and origins. Both indices must equal 0, the outer product and the dot product are each the square of the one component, and $1\cdot s^2 - s^2 = 0$. The left side of the equivalence then holds for every distribution, while the right side fails for a single unit charge, so `hd` cannot be weakened to $d \ge 1$.

```lean
/-- In one dimension the traceless quadrupole matrix is zero for all charges, positions
and origins. -/
theorem quadrupole_one_dim (q : ι → ℝ) (r : ι → Fin 1 → ℝ) (a : Fin 1 → ℝ) :
    quadrupole q r a = 0 := by
  unfold quadrupole
  refine Finset.sum_eq_zero fun i _ => ?_
  have h : tracelessSq (r i - a) = 0 := by
    generalize r i - a = s
    ext j k
    obtain rfl : j = 0 := Subsingleton.elim _ _
    obtain rfl : k = 0 := Subsingleton.elim _ _
    simp [tracelessSq, Matrix.vecMulVec_apply, dotProduct]
  rw [h, smul_zero]
```

The example has three charges $+1, -2, +1$ on a line, the pattern of a symmetric linear triatomic molecule reduced to point charges in units of the outer charge and the bond length.

```lean
/-- Charges `+1, -2, +1` of a linear arrangement. -/
def linCharge : Fin 3 → ℝ := ![1, -2, 1]
```

In `linPos` the first index labels the charge and the second the Cartesian component. The charges sit at $z = 1$, $0$ and $-1$ on the third axis.

```lean
/-- Positions `z = 1, 0, -1` on the third axis of the linear arrangement. -/
def linPos : Fin 3 → Fin 3 → ℝ := ![![0, 0, 1], ![0, 0, 0], ![0, 0, -1]]
```

By hand, $Q = 1 - 2 + 1 = 0$ and $p(0) = e_3 + 0 - e_3 = 0$. About the centre the middle charge has $s = 0$ and contributes nothing, and each outer charge contributes $3e_3e_3^{T} - I = \operatorname{diag}(-1,-1,2)$, so $\Theta(0) = \operatorname{diag}(-2,-2,4)$. As a check along the axis, the origin $c\,e_3$ gives $\Theta_{33} = 2\left[(1-c)^2 - 2c^2 + (1+c)^2\right] = 4$ for every $c$. The theorem states the two vanishing moments and the value of the matrix about every origin `a`, which shows that an origin-independent quadrupole need not be zero. Its proof establishes `hQ` and `hp` by evaluating the three-term sums, uses the reverse direction of the main theorem to move the origin from `a` to `0`, and computes the nine entries there one at a time.

```lean
/-- The linear arrangement `+1, -2, +1` has zero charge, zero dipole about `0`, and the
quadrupole matrix `diag(-2, -2, 4)` about every origin. -/
theorem linear_quadrupole_witness :
    totalCharge linCharge = 0 ∧ dipole linCharge linPos 0 = 0 ∧
      ∀ a, quadrupole linCharge linPos a = !![-2, 0, 0; 0, -2, 0; 0, 0, 4] := by
  have hQ : totalCharge linCharge = 0 := by
    simp [totalCharge, linCharge, Fin.sum_univ_three]
    norm_num
  have hp : dipole linCharge linPos 0 = 0 := by
    ext j
    simp only [dipole, Fin.sum_univ_three, Pi.add_apply, Pi.smul_apply, sub_zero,
      smul_eq_mul, Pi.zero_apply]
    fin_cases j <;> simp [linCharge, linPos]
  refine ⟨hQ, hp, fun a => ?_⟩
  -- move the origin to the centre and compute there
  rw [(quadrupole_origin_independent_iff (by norm_num) linCharge linPos 0).mpr ⟨hQ, hp⟩ a 0]
  ext j k
  simp only [quadrupole, tracelessSq, Fin.sum_univ_three, dotProduct, Matrix.add_apply,
    Matrix.sub_apply, Matrix.smul_apply, Matrix.vecMulVec_apply, sub_zero, smul_eq_mul]
  fin_cases j <;> fin_cases k <;> simp [linCharge, linPos] <;> norm_num

end

end QuadrupoleOrigin
```

```lean
#print axioms QuadrupoleOrigin.dipole_shift
#print axioms QuadrupoleOrigin.quadrupole_origin_independent_iff
#print axioms QuadrupoleOrigin.quadrupole_origin_independent_iff_three_dim
#print axioms QuadrupoleOrigin.quadrupole_one_dim
```

```
'QuadrupoleOrigin.dipole_shift' depends on axioms: [propext, Classical.choice, Quot.sound]
'QuadrupoleOrigin.quadrupole_origin_independent_iff' depends on axioms: [propext, Classical.choice, Quot.sound]
'QuadrupoleOrigin.quadrupole_origin_independent_iff_three_dim' depends on axioms: [propext, Classical.choice, Quot.sound]
'QuadrupoleOrigin.quadrupole_one_dim' depends on axioms: [propext, Classical.choice, Quot.sound]
```
